# For finitely many charges on a line, the Hankel determinant of the moments does not depend on the origin

Take finitely many charges on a line, with total charge $M_0$, dipole $M_1$ and second moment $M_2$, and move the origin so that every coordinate grows by $d$: the dipole becomes $M_1+dM_0$, the second moment becomes $M_2+2dM_1+d^2M_0$, and every term in $d$ cancels from $M_0M_2-M_1^2$. With $M_k$ the sum of each charge times the $k$-th power of its coordinate, the same cancellation occurs for every $n$ in the determinant of the $n\times n$ matrix with entries $M_{j+k}$, $0\le j,k<n$.

In Lean 4 with Mathlib:

```lean
import Mathlib

open Matrix

namespace HankelMoments

variable {R ι : Type*} [CommRing R] [Fintype ι]

/-- The `k`-th moment, about the origin `a`, of charges `q i` at positions `x i`. -/
def moment (q x : ι → R) (a : R) (k : ℕ) : R := ∑ i, q i * (x i - a) ^ k

/-- The `n` by `n` Hankel matrix of moments about `a`, with entries of order `j + k`. -/
def hankel (q x : ι → R) (a : R) (n : ℕ) : Matrix (Fin n) (Fin n) R :=
  Matrix.of fun j k => moment q x a ((j : ℕ) + (k : ℕ))

/-- The powers `0, ..., n - 1` of the positions measured from `a`, one row per charge. -/
def powers (x : ι → R) (a : R) (n : ℕ) : Matrix ι (Fin n) R :=
  Matrix.of fun i k => (x i - a) ^ (k : ℕ)

/-- The binomial matrix that re-expands powers of a coordinate after a displacement `d`. -/
def shift (d : R) (n : ℕ) : Matrix (Fin n) (Fin n) R :=
  Matrix.of fun l k => ((k : ℕ).choose (l : ℕ) : R) * d ^ ((k : ℕ) - (l : ℕ))

/-- The Hankel matrix of moments is the diagonal matrix of charges, sandwiched between
the matrix of powers of the positions and its transpose. -/
theorem hankel_eq_powers [DecidableEq ι] (q x : ι → R) (a : R) (n : ℕ) :
    hankel q x a n = (powers x a n)ᵀ * Matrix.diagonal q * powers x a n := by
  ext j k
  rw [Matrix.mul_apply]
  simp only [Matrix.mul_diagonal, Matrix.transpose_apply, hankel, Matrix.of_apply,
    moment, powers]
  refine Finset.sum_congr rfl fun i _ => ?_
  ring

omit [Fintype ι] in
/-- Moving the origin from `a` to `b` multiplies the matrix of powers by the binomial
matrix of the displacement `a - b`. -/
theorem powers_shift (x : ι → R) (a b : R) (n : ℕ) :
    powers x b n = powers x a n * shift (a - b) n := by
  ext i k
  rw [Matrix.mul_apply]
  simp only [powers, shift, Matrix.of_apply]
  rw [Fin.sum_univ_eq_sum_range (fun l => (x i - a) ^ l *
    (((k : ℕ).choose l : R) * (a - b) ^ ((k : ℕ) - l))) n]
  have hx : x i - b = (x i - a) + (a - b) := by ring
  rw [hx, add_pow]
  -- the binomial sum stops at `k`; the remaining terms have zero coefficient
  have hsub : Finset.range ((k : ℕ) + 1) ⊆ Finset.range n := by
    intro l hl
    have hk := k.isLt
    rw [Finset.mem_range] at hl ⊢
    omega
  rw [← Finset.sum_subset hsub]
  · refine Finset.sum_congr rfl fun l _ => ?_
    ring
  · intro l _ hl
    have hlt : (k : ℕ) < l := by
      rw [Finset.mem_range] at hl
      omega
    rw [Nat.choose_eq_zero_of_lt hlt]
    simp

/-- The binomial matrix of any displacement has determinant one. -/
theorem det_shift (d : R) (n : ℕ) : (shift d n).det = 1 := by
  have h : (shift d n).BlockTriangular id := by
    intro l k hkl
    have hlt : (k : ℕ) < (l : ℕ) := hkl
    simp [shift, Nat.choose_eq_zero_of_lt hlt]
  rw [Matrix.det_of_isUpperTriangular h]
  simp [shift]

/-- The Hankel determinant of the moments of finitely many charges has the same value
about any two origins `a` and `b`. -/
theorem det_hankel_origin_independent (q x : ι → R) (n : ℕ) (a b : R) :
    (hankel q x a n).det = (hankel q x b n).det := by
  classical
  -- the two Hankel matrices are congruent through the binomial matrix
  have h : hankel q x b n =
      (shift (a - b) n)ᵀ * hankel q x a n * shift (a - b) n := by
    rw [hankel_eq_powers q x b, hankel_eq_powers q x a, powers_shift x a b,
      Matrix.transpose_mul]
    simp only [Matrix.mul_assoc]
  rw [h, Matrix.det_mul, Matrix.det_mul, Matrix.det_transpose, det_shift, one_mul, mul_one]

/-- Total charge times second moment, minus the square of the dipole, does not depend on
the origin. -/
theorem charge_mul_second_sub_dipole_sq (q x : ι → R) (a b : R) :
    moment q x a 0 * moment q x a 2 - moment q x a 1 ^ 2 =
      moment q x b 0 * moment q x b 2 - moment q x b 1 ^ 2 := by
  have h := det_hankel_origin_independent q x 2 a b
  simpa [Matrix.det_fin_two, hankel, sq] using h

/-- For exactly `n` charges the `n` by `n` Hankel determinant is the product of the charges
times the square of the product of all pairwise separations. -/
theorem det_hankel_eq_separations {n : ℕ} (q x : Fin n → R) (a : R) :
    (hankel q x a n).det =
      (∏ i, q i) * (∏ i, ∏ j ∈ Finset.Ioi i, (x j - x i)) ^ 2 := by
  have hV : powers x a n = Matrix.vandermonde (fun i => x i - a) := by
    ext i k
    simp [powers, Matrix.vandermonde_apply]
  rw [hankel_eq_powers, Matrix.det_mul, Matrix.det_mul, Matrix.det_transpose,
    Matrix.det_diagonal, hV, Matrix.det_vandermonde]
  simp only [sub_sub_sub_cancel_right]
  ring

/-- For fewer than `n` charges the `n` by `n` Hankel determinant vanishes. -/
theorem det_hankel_eq_zero_of_few_charges (q x : ι → R) (a : R) {n : ℕ}
    (hn : Fintype.card ι < n) : (hankel q x a n).det = 0 := by
  classical
  -- the monic polynomial that vanishes at every charge
  let P : Polynomial R := ∏ i, (Polynomial.X - Polynomial.C (x i - a))
  have hmonic : P.Monic :=
    Polynomial.monic_prod_of_monic _ _ fun i _ => Polynomial.monic_X_sub_C _
  have hdeg : P.natDegree < n := by
    refine lt_of_le_of_lt ?_ hn
    calc P.natDegree
        ≤ ∑ i, (Polynomial.X - Polynomial.C (x i - a)).natDegree :=
          Polynomial.natDegree_prod_le _ _
      _ ≤ ∑ _i : ι, 1 :=
by
          apply Finset.sum_le_sum
          intro i _
          exact Polynomial.natDegree_X_sub_C_le (x i - a)
      _ = Fintype.card ι := by simp
  let c : Fin n → R := fun k => P.coeff (k : ℕ)
  have hV : powers x a n *ᵥ c = 0 := by
    funext i
    have h0 : P.eval (x i - a) = 0 := by
      simp only [P, Polynomial.eval_prod]
      exact Finset.prod_eq_zero (Finset.mem_univ i) (by simp)
    rw [Polynomial.eval_eq_sum_range' hdeg,
      ← Fin.sum_univ_eq_sum_range (fun k => P.coeff k * (x i - a) ^ k) n] at h0
    simp only [Matrix.mulVec, dotProduct, powers, Matrix.of_apply, c, Pi.zero_apply]
    rw [← h0]
    exact Finset.sum_congr rfl fun k _ => mul_comm _ _
  -- its coefficients form a null vector of the Hankel matrix
  have hH : hankel q x a n *ᵥ c = 0 := by
    rw [hankel_eq_powers, ← Matrix.mulVec_mulVec, hV, Matrix.mulVec_zero]
  have h : ((hankel q x a n).adjugate * hankel q x a n) *ᵥ c = 0 := by
    rw [← Matrix.mulVec_mulVec, hH, Matrix.mulVec_zero]
  rw [Matrix.adjugate_mul, Matrix.smul_mulVec, Matrix.one_mulVec] at h
  -- the leading coefficient is one, so the determinant itself is zero
  have h1 := congrFun h ⟨P.natDegree, hdeg⟩
  have hc : c ⟨P.natDegree, hdeg⟩ = 1 := hmonic.coeff_natDegree
  rwa [Pi.smul_apply, hc, smul_eq_mul, mul_one] at h1

/-- Two unit charges at `-1` and `1` have dipole `-2 a` about the origin `a`, while their
2 by 2 Hankel determinant is `4` for every `a`. -/
theorem two_unit_charges (a : ℤ) :
    moment ![1, 1] ![-1, 1] a 1 = -2 * a ∧
      (hankel ![1, 1] ![-1, 1] a 2).det = 4 := by
  constructor
  · simp only [moment, Fin.sum_univ_two, Matrix.cons_val_zero, Matrix.cons_val_one]
    ring
  · rw [Matrix.det_fin_two]
    simp only [hankel, Matrix.of_apply, moment, Fin.sum_univ_two, Fin.val_zero, Fin.val_one,
      Matrix.cons_val_zero, Matrix.cons_val_one]
    ring

end HankelMoments
```

```lean
#print axioms HankelMoments.det_hankel_origin_independent
-- 'HankelMoments.det_hankel_origin_independent' depends on axioms: [propext, Classical.choice, Quot.sound]
#print axioms HankelMoments.charge_mul_second_sub_dipole_sq
-- 'HankelMoments.charge_mul_second_sub_dipole_sq' depends on axioms: [propext, Classical.choice, Quot.sound]
#print axioms HankelMoments.det_hankel_eq_zero_of_few_charges
-- 'HankelMoments.det_hankel_eq_zero_of_few_charges' depends on axioms: [propext, Classical.choice, Quot.sound]
#print axioms HankelMoments.two_unit_charges
-- 'HankelMoments.two_unit_charges' depends on axioms: [propext, Classical.choice, Quot.sound]
```

## Moments that move and a determinant that stays

The dipole of an ion has no value until a reference point is chosen, because a nonzero total charge makes it change with the origin. Higher moments change too, by amounts that involve all the lower ones. The question is which combinations of them describe the charges alone.

Let charges $q_i$ sit at positions $x_i$. About the origin $a$ their moments are
$$M_k(a)=\sum_i q_i\,(x_i-a)^k ,$$
which is `moment q x a k`. The index $i$ runs over a finite type `ι`, and charges, positions and origins all lie in one commutative ring `R`. For physics, `R` is the real numbers, with quantities given as numerical values in fixed units. The zeroth power is always 1, so a charge sitting at the origin still counts in $M_0$.

The matrix `hankel q x a n` has the entry $M_{j+k}(a)$ in row $j$ and column $k$, both counted from 0. A Hankel matrix is one whose entries depend only on $j+k$. The theorem `det_hankel_origin_independent` states that its determinant is the same at any two origins $a$ and $b$, for every $n$. At $n=1$ this is the origin independence of the total charge; at $n=0$ the determinant is that of an empty matrix, which is 1.

The second moment here is the plain sum $\sum_i q_i(x_i-a)^2$, not a component of the traceless quadrupole tensor. In three dimensions the result applies to the coordinates along any one fixed axis. The theorem is stated for finitely many point charges. For a continuous charge density with finite moments, expanding the powers under the integral relates the Hankel matrices about two origins in the same way, so the determinant is again independent of the origin, though the file does not prove this case. For an ion, the determinants along a fixed axis therefore need no reference point, but they can still change when the ion rotates relative to that axis.

## Why the shift has no effect

Let $V_a$ be the matrix with entries $(V_a)_{ik}=(x_i-a)^k$, one row per charge and $n$ columns; in the file it is `powers x a n`. Let $D$ be the diagonal matrix of charges. Then
$$(V_a^{T}DV_a)_{jk}=\sum_i (x_i-a)^j\,q_i\,(x_i-a)^k=M_{j+k}(a),$$
so the Hankel matrix is $H_a=V_a^TDV_a$. This is `hankel_eq_powers`, proved entry by entry.

Now change the origin to $b$ and set $d=a-b$. This is the amount added to every coordinate, so its sign is opposite to the motion of the origin. Since $x_i-b=(x_i-a)+d$, the binomial theorem gives
$$(x_i-b)^k=\sum_{l=0}^{k}(x_i-a)^l\binom{k}{l}d^{\,k-l}.$$
In matrix form $V_b=V_aS$, where $S_{lk}=\binom{k}{l}d^{\,k-l}$ for $l\le k$ and zero otherwise. The file calls $S$ `shift d n` and the identity `powers_shift`. The matrix product sums over all $l<n$, while the binomial sum stops at $k$; `Finset.sum_subset` joins the two, because the binomial coefficient vanishes for $l>k$.

The matrix $S$ is upper triangular, and its diagonal entries are $\binom{k}{k}d^0=1$. Hence $\det S=1$, which is `det_shift`. Combining the two identities,
$$H_b=V_b^TDV_b=S^TV_a^TDV_aS=S^TH_aS,$$
and therefore
$$\det H_b=(\det S)^2\det H_a=\det H_a .$$
The main proof establishes this congruence as `h` and then takes determinants. Only the square matrices $S$ and $H_a$ need one, so the number of charges is free to differ from $n$.

For $n=2$ the determinant is $M_0M_2-M_1^2$, and `charge_mul_second_sub_dipole_sq` writes the theorem out in that form.

## What the determinant measures

When there are exactly $n$ charges, $V_a$ is square. It is the Vandermonde matrix of the numbers $x_i-a$, with determinant $\prod_{i<j}(x_j-x_i)$, since the origin drops out of each difference. The factorisation then gives
$$\det H_a=\Big(\prod_i q_i\Big)\prod_{i<j}(x_j-x_i)^2 .$$
This is `det_hankel_eq_separations`. The right-hand side contains only charges and separations.

When there are $N<n$ charges, the determinant is zero, as `det_hankel_eq_zero_of_few_charges` states. Consider the polynomial
$$P(t)=\prod_i\big(t-(x_i-a)\big)=\sum_k c_kt^k ,$$
which vanishes at the coordinate of every charge. Its degree is below $n$, so its coefficients fit into a vector $c$ of length $n$, and
$$(V_ac)_i=\sum_k (x_i-a)^kc_k=P(x_i-a)=0 .$$
Hence $H_ac=V_a^TDV_ac=0$. Over the real numbers a nonzero null vector would finish the argument, but in a general commutative ring it need not. The proof therefore multiplies by the adjugate, which satisfies $\operatorname{adj}(H_a)H_a=(\det H_a)\,I$ with $I$ the identity matrix, and obtains $(\det H_a)\,c=0$. Since $P$ is monic, one entry of $c$ is 1, and that entry reads $\det H_a=0$.

The strict inequality matters: a single unit charge with $n=1$ has determinant 1.

The last theorem, `two_unit_charges`, takes unit charges at $-1$ and $1$ and an integer origin $a$. Their dipole is $-2a$, while
$$M_0M_2-M_1^2=2(2+2a^2)-4a^2=4 .$$
The invariance thus holds in a case where an individual moment does change.

## Translating moments in a calculation

Summing the binomial formula above over the charges gives $M_k(b)=\sum_{l=0}^{k}\binom{k}{l}d^{\,k-l}M_l(a)$, so the moments about a new origin follow from the old ones. A Cartesian tree code can use the three-dimensional version of this rule, which also involves mixed moments, to move the moments of a small cell to the centre of a larger one. Take a charge $2$ at position $0$ and a charge $-1$ at position $3$. About the origin $0$,
$$M_0=1,\qquad M_1=-3,\qquad M_2=-9 .$$
Moving the origin to $1$ means $d=-1$, so the new values are
$$M_1=-3-1=-4,\qquad M_2=-9+6+1=-2 .$$
The determinant is $-9-9=-18$ before the move and $-2-16=-18$ after it. The formula for two charges gives the same number, $2\cdot(-1)\cdot 3^2=-18$.

Because the total charge is not zero, there is also an origin at which the dipole vanishes. It lies at position $-3$, which is the ratio $M_1/M_0$ of the moments about the origin $0$. About that point the second moment is the determinant divided by $M_0$, namely $-18$, and it follows without returning to the individual charges.

## Charges and positions that do not commute

Commutativity of the ring is a real assumption. Suppose that charges and positions may be $2\times2$ matrices, and keep the expression $M_0M_2-M_1^2$ with its factors in the order written. Take a single charge and its position to be
$$q=\begin{pmatrix}1&0\\0&0\end{pmatrix},\qquad x=\begin{pmatrix}0&1\\1&0\end{pmatrix}.$$
About the origin $a=x$ both $M_1$ and $M_2$ vanish, so the expression is $0$. About $a=0$ it equals $q\,q\,x^2-(qx)^2$. Here $x^2=I$, $q^2=q$ and $(qx)^2=0$, so the value is $q$, which is not zero. Ordinary numerical charges and positions commute, and for them the invariance holds.
